# Continuity at equal energies of the overlap between jointly continuous radial functions on a finite interval

Let P(E, r) be a family of real radial functions, jointly continuous in energy and radius for energies in a neighbourhood S of E and radii in a finite interval [a, b] with a ≤ b. The lemma says that the overlap ∫ₐᵇ P(E, r) P(F, r) dr, as a function of F, is continuous at F = E. The integral has no factor r², which is the convention for reduced radial functions P = rR in three dimensions; for R itself the weight would be r² dr. The functions need not solve a radial equation or be normalised, so the value at F = E is ∫ₐᵇ P(E, r)² dr, which need not be 1. The proof extends each function beyond [a, b] by its boundary values, using `projIcc`, so that a theorem on continuous parametric integrals applies, and then returns to the original integrand on [a, b].

This version doesn't compile in Lean 4 with Mathlib:

```lean
import Mathlib

open Set Filter Topology MeasureTheory intervalIntegral

namespace RadialNormalisation

noncomputable section

/-- For a family of radial functions jointly continuous in energy and radius, the overlap of
the member at `E` with the member at `F` is continuous in `F` at `E`. -/
theorem overlap_continuousAt {P : ℝ → ℝ → ℝ} {S : Set ℝ} {E a b : ℝ} (hab : a ≤ b)
    (hS : S ∈ 𝓝 E) (hc : ContinuousOn (fun p : ℝ × ℝ => P p.1 p.2) (S ×ˢ Icc a b)) :
    ContinuousAt (fun F => ∫ r in a..b, P E r * P F r) E := by
  have hES : E ∈ S := mem_of_mem_nhds hS
  -- extend the functions beyond `[a, b]` by their boundary values
  have hg : Continuous (fun p : S × ℝ => P p.1 (projIcc a b hab p.2)) :=
    hc.comp_continuous
      ((continuous_subtype_val.comp continuous_fst).prodMk
        (continuous_subtype_val.comp (continuous_projIcc.comp continuous_snd)))
      (fun p => ⟨p.1.2, (projIcc a b hab p.2).2⟩)
  have hE : Continuous (fun p : S × ℝ => P E (projIcc a b hab p.2)) :=
    hg.comp ((continuous_const (y := (⟨E, hES⟩ : S))).prodMk continuous_snd)
  have hI := continuous_parametric_intervalIntegral_of_continuous' (μ := volume)
    (f := fun (F : S) (r : ℝ) => P E (projIcc a b hab r) * P F (projIcc a b hab r))
    (hE.mul hg) a b
  have hOn : ContinuousOn (fun F => ∫ r in a..b, P E r * P F r) S := by
    rw [continuousOn_iff_continuous_restrict]
    refine hI.congr fun F => intervalIntegral.integral_congr fun r hr => ?_
    rw [uIcc_of_le hab] at hr
    simp only [projIcc_of_mem hab hr]
  exact hOn.continuousAt hS

end

end RadialNormalisation
```

The error:

```
Main.lean:17:4: error: don't know how to synthesize implicit argument `f`
  @ContinuousOn.comp_continuous ({ x // x ∈ S } × ℝ) (ℝ × ℝ) ℝ instTopologicalSpaceProd instTopologicalSpaceProd
    PseudoMetricSpace.toUniformSpace.toTopologicalSpace (fun p => P p.1 p.2)
    (fun x => ((Subtype.val ∘ Prod.fst) x, (Subtype.val ∘ projIcc a b ?m.105 ∘ Prod.snd) x)) (S ×ˢ Icc a b) hc
    (Continuous.prodMk (Continuous.comp continuous_subtype_val continuous_fst)
      (Continuous.comp continuous_subtype_val (Continuous.comp continuous_projIcc continuous_snd)))
    fun p => ⟨p.1.property, (projIcc a b hab p.2).property⟩
context:
P : ℝ → ℝ → ℝ
S : Set ℝ
E a b : ℝ
hab : a ≤ b
hS : S ∈ 𝓝 E
hc : ContinuousOn (fun p => P p.1 p.2) (S ×ˢ Icc a b)
hES : E ∈ S
⊢ { x // x ∈ S } × ℝ → ℝ × ℝ
Main.lean:20:16: error: don't know how to synthesize implicit argument `b`
  @And.intro (((Subtype.val ∘ Prod.fst) p, (Subtype.val ∘ projIcc a b ?m.105 ∘ Prod.snd) p).1 ∈ S)
    (((Subtype.val ∘ Prod.fst) p, (Subtype.val ∘ projIcc a b ?m.105 ∘ Prod.snd) p).2 ∈ Icc a b) p.1.property
    (projIcc a b hab p.2).property
context:
P : ℝ → ℝ → ℝ
S : Set ℝ
E a b : ℝ
hab : a ≤ b
hS : S ∈ 𝓝 E
hc : ContinuousOn (fun p => P p.1 p.2) (S ×ˢ Icc a b)
hES : E ∈ S
p : { x // x ∈ S } × ℝ
⊢ Prop
Main.lean:20:16: error: don't know how to synthesize implicit argument `a`
  @And.intro (((Subtype.val ∘ Prod.fst) p, (Subtype.val ∘ projIcc a b ?m.105 ∘ Prod.snd) p).1 ∈ S)
    (((Subtype.val ∘ Prod.fst) p, (Subtype.val ∘ projIcc a b ?m.105 ∘ Prod.snd) p).2 ∈ Icc a b) p.1.property
    (projIcc a b hab p.2).property
context:
P : ℝ → ℝ → ℝ
S : Set ℝ
E a b : ℝ
hab : a ≤ b
hS : S ∈ 𝓝 E
hc : ContinuousOn (fun p => P p.1 p.2) (S ×ˢ Icc a b)
hES : E ∈ S
p : { x // x ∈ S } × ℝ
⊢ Prop
Main.lean:18:7: error: don't know how to synthesize implicit argument `g`
  @Continuous.prodMk ℝ ℝ ({ x // x ∈ S } × ℝ) PseudoMetricSpace.toUniformSpace.toTopologicalSpace
    PseudoMetricSpace.toUniformSpace.toTopologicalSpace instTopologicalSpaceProd (Subtype.val ∘ Prod.fst)
    (Subtype.val ∘ projIcc a b ?m.105 ∘ Prod.snd) (Continuous.comp continuous_subtype_val continuous_fst)
    (Continuous.comp continuous_subtype_val (Continuous.comp continuous_projIcc continuous_snd))
context:
P : ℝ → ℝ → ℝ
S : Set ℝ
E a b : ℝ
hab : a ≤ b
hS : S ∈ 𝓝 E
hc : ContinuousOn (fun p => P p.1 p.2) (S ×ˢ Icc a b)
hES : E ∈ S
⊢ { x // x ∈ S } × ℝ → ℝ
Main.lean:19:9: error: don't know how to synthesize implicit argument `f`
  @Continuous.comp ({ x // x ∈ S } × ℝ) { x // x ∈ Icc a b } ℝ instTopologicalSpaceProd instTopologicalSpaceSubtype
    PseudoMetricSpace.toUniformSpace.toTopologicalSpace (projIcc a b ?m.105 ∘ Prod.snd) Subtype.val
    continuous_subtype_val (Continuous.comp continuous_projIcc continuous_snd)
context:
P : ℝ → ℝ → ℝ
S : Set ℝ
E a b : ℝ
hab : a ≤ b
hS : S ∈ 𝓝 E
hc : ContinuousOn (fun p => P p.1 p.2) (S ×ˢ Icc a b)
hES : E ∈ S
⊢ { x // x ∈ S } × ℝ → { x // x ∈ Icc a b }
Main.lean:19:38: error: don't know how to synthesize implicit argument `g`
  @Continuous.comp ({ x // x ∈ S } × ℝ) ℝ (↑(Icc a b)) instTopologicalSpaceProd
    PseudoMetricSpace.toUniformSpace.toTopologicalSpace instTopologicalSpaceSubtype Prod.snd (projIcc a b ?m.105)
    continuous_projIcc continuous_snd
context:
P : ℝ → ℝ → ℝ
S : Set ℝ
E a b : ℝ
hab : a ≤ b
hS : S ∈ 𝓝 E
hc : ContinuousOn (fun p => P p.1 p.2) (S ×ˢ Icc a b)
hES : E ∈ S
⊢ ℝ → ↑(Icc a b)
Main.lean:19:57: error: don't know how to synthesize placeholder
context:
P : ℝ → ℝ → ℝ
S : Set ℝ
E a b : ℝ
hab : a ≤ b
hS : S ∈ 𝓝 E
hc : ContinuousOn (fun p => P p.1 p.2) (S ×ˢ Icc a b)
hES : E ∈ S
⊢ a ≤ b
Main.lean:13:60: error: unsolved goals
P : ℝ → ℝ → ℝ
S : Set ℝ
E a b : ℝ
hab : a ≤ b
hS : S ∈ 𝓝 E
hc : ContinuousOn (fun p => P p.1 p.2) (S ×ˢ Icc a b)
hES : E ∈ S
⊢ ContinuousAt (fun F => ∫ (r : ℝ) in a..b, P E r * P F r) E
```

What went wrong. The projection `projIcc a b h` takes a proof `h` of `a ≤ b`, which `continuous_projIcc` leaves implicit. In the proof of `hg` Lean found `a` and `b` but never filled in `h`: it is the `?m.105` in the messages, and the one at 19:57 asks for it outright, with goal `a ≤ b`. Having `hab` in the context is not enough, since Lean does not search the hypotheses for an ordinary implicit argument. The other "don't know how to synthesize" errors concern terms that contain the same gap. The final "unsolved goals" error shows the main goal still open, because the proof stopped at `hg`.

The repair states the type `Continuous (projIcc a b hab)` with `show`, which fixes the missing proof as `hab` before the composition is formed.

The diff also replaces `continuousOn_iff_continuous_restrict` with `continuousOn_iff_continuous_domRestrict`, in the step that turns continuity on `S` into continuity of the restricted function. The first attempt never reached that line, so the messages do not show whether the old name would have failed.

As a diff, the version that Lean accepts:

```diff
@@ -17,5 +17,6 @@
     hc.comp_continuous
       ((continuous_subtype_val.comp continuous_fst).prodMk
-        (continuous_subtype_val.comp (continuous_projIcc.comp continuous_snd)))
+        (continuous_subtype_val.comp
+          ((show Continuous (projIcc a b hab) from continuous_projIcc).comp continuous_snd)))
       (fun p => ⟨p.1.2, (projIcc a b hab p.2).2⟩)
   have hE : Continuous (fun p : S × ℝ => P E (projIcc a b hab p.2)) :=
@@ -25,5 +26,5 @@
     (hE.mul hg) a b
   have hOn : ContinuousOn (fun F => ∫ r in a..b, P E r * P F r) S := by
-    rw [continuousOn_iff_continuous_restrict]
+    rw [continuousOn_iff_continuous_domRestrict]
     refine hI.congr fun F => intervalIntegral.integral_congr fun r hr => ?_
     rw [uIcc_of_le hab] at hr
```
